# For J > 0, the lower closed-shell singlet of two electrons in two Kanamori orbitals split by D lies below the triplet exactly when D² > 8J²

The two electrons are described by an explicit real 4×4 matrix on the states with total spin projection S_z = 0, so that the triplet and the closed-shell singlets are levels of one Hamiltonian. Its parameters are the repulsion U within an orbital, the exchange coupling J and the orbital splitting D. The repulsion between the orbitals is fixed at U − 2J and the pair-hopping amplitude at J, and the comparison of singlet and triplet assumes J > 0.

```lean
import Mathlib

open Matrix

namespace KanamoriSpinCrossover

noncomputable section

/-- `E` is an energy level of the Hamiltonian matrix `H`: some nonzero state `v` satisfies
`H v = E v`. -/
def IsLevel {n : Type*} [Fintype n] (H : Matrix n n ℝ) (E : ℝ) : Prop :=
  ∃ v : n → ℝ, v ≠ 0 ∧ H *ᵥ v = E • v

/-- The Hamiltonian of the two closed-shell states, with both electrons in orbital `a` at energy
`-D/2` or both in orbital `b` at energy `D/2`, coupled by the pair hopping `J`. -/
def singletBlock (U J D : ℝ) : Matrix (Fin 2) (Fin 2) ℝ :=
  !![U - D, J; J, U + D]

/-- The Kanamori Hamiltonian of two electrons with total `S_z = 0` in orbitals `a`, `b` at energies
`-D/2`, `D/2`, with inter-orbital repulsion `U - 2J`. The basis is `a↑a↓`, `b↑b↓`, `a↑b↓`, `a↓b↑`,
with creation operators in the order written. -/
def kanamori (U J D : ℝ) : Matrix (Fin 4) (Fin 4) ℝ :=
  !![U - D, J, 0, 0;
     J, U + D, 0, 0;
     0, 0, U - 2 * J, -J;
     0, 0, -J, U - 2 * J]

/-- The action of the closed-shell Hamiltonian on the two amplitudes. -/
theorem singletBlock_mulVec (U J D : ℝ) (v : Fin 2 → ℝ) :
    singletBlock U J D *ᵥ v = ![(U - D) * v 0 + J * v 1, J * v 0 + (U + D) * v 1] := by
  ext i
  fin_cases i <;> simp [singletBlock, Matrix.mulVec, dotProduct, Fin.sum_univ_two]

/-- The action of the Kanamori Hamiltonian on the four amplitudes. -/
theorem kanamori_mulVec (U J D : ℝ) (v : Fin 4 → ℝ) :
    kanamori U J D *ᵥ v =
      ![(U - D) * v 0 + J * v 1, J * v 0 + (U + D) * v 1,
        (U - 2 * J) * v 2 - J * v 3, (U - 2 * J) * v 3 - J * v 2] := by
  ext i
  fin_cases i <;> simp [kanamori, Matrix.mulVec, dotProduct, Fin.sum_univ_four] <;> ring

/-- The levels of the closed-shell block are `U - √(D² + J²)` and `U + √(D² + J²)`. -/
theorem isLevel_singletBlock_iff (U J D E : ℝ) :
    IsLevel (singletBlock U J D) E ↔
      E = U - Real.sqrt (D ^ 2 + J ^ 2) ∨ E = U + Real.sqrt (D ^ 2 + J ^ 2) := by
  have hs : Real.sqrt (D ^ 2 + J ^ 2) ^ 2 = D ^ 2 + J ^ 2 := Real.sq_sqrt (by positivity)
  -- a level is a zero of the characteristic determinant
  have hdet : IsLevel (singletBlock U J D) E ↔
      (singletBlock U J D - E • (1 : Matrix (Fin 2) (Fin 2) ℝ)).det = 0 := by
    rw [← Matrix.exists_mulVec_eq_zero_iff]
    simp only [IsLevel, Matrix.sub_mulVec, Matrix.smul_mulVec, Matrix.one_mulVec, sub_eq_zero]
  have key : (singletBlock U J D - E • (1 : Matrix (Fin 2) (Fin 2) ℝ)).det =
      (E - U) ^ 2 - (D ^ 2 + J ^ 2) := by
    rw [Matrix.det_fin_two]
    simp [singletBlock]
    ring
  rw [hdet, key]
  constructor
  · intro h
    have hprod : (E - (U - Real.sqrt (D ^ 2 + J ^ 2))) *
        (E - (U + Real.sqrt (D ^ 2 + J ^ 2))) = 0 := by
      linear_combination h - hs
    rcases mul_eq_zero.mp hprod with h | h
    · left; linarith
    · right; linarith
  · rintro (h | h) <;> rw [h] <;> linear_combination hs

/-- The symmetric open-shell combination `a↑b↓ + a↓b↑` has energy `U - 3J`, and the antisymmetric
combination `a↑b↓ - a↓b↑` has energy `U - J`. -/
theorem open_shell_eigenvectors (U J D : ℝ) :
    kanamori U J D *ᵥ ![0, 0, 1, 1] = (U - 3 * J) • ![0, 0, 1, 1] ∧
    kanamori U J D *ᵥ ![0, 0, 1, -1] = (U - J) • ![0, 0, 1, -1] := by
  constructor <;> rw [kanamori_mulVec] <;> ext i <;> fin_cases i <;> simp <;> ring

/-- The levels of the `S_z = 0` sector are those of the closed-shell block together with
`U - 3J` and `U - J`. -/
theorem isLevel_kanamori_iff (U J D E : ℝ) :
    IsLevel (kanamori U J D) E ↔
      IsLevel (singletBlock U J D) E ∨ E = U - 3 * J ∨ E = U - J := by
  constructor
  · rintro ⟨v, hv, h⟩
    rw [kanamori_mulVec] at h
    have h0 : (U - D) * v 0 + J * v 1 = E * v 0 := congrFun h 0
    have h1 : J * v 0 + (U + D) * v 1 = E * v 1 := congrFun h 1
    have h2 : (U - 2 * J) * v 2 - J * v 3 = E * v 2 := congrFun h 2
    have h3 : (U - 2 * J) * v 3 - J * v 2 = E * v 3 := congrFun h 3
    by_cases hw : v 0 = 0 ∧ v 1 = 0
    · -- a purely open-shell state: split it by exchange symmetry
      right
      have ha : (E - (U - 3 * J)) * (v 2 + v 3) = 0 := by linear_combination -h2 - h3
      have hb : (E - (U - J)) * (v 2 - v 3) = 0 := by linear_combination h3 - h2
      rcases mul_eq_zero.mp ha with ha | ha
      · left; linarith
      rcases mul_eq_zero.mp hb with hb | hb
      · right; linarith
      have z2 : v 2 = 0 := by linarith
      have z3 : v 3 = 0 := by linarith
      refine absurd ?_ hv
      funext i
      fin_cases i
      exacts [hw.1, hw.2, z2, z3]
    · -- the closed-shell part is itself an eigenvector of the block
      left
      refine ⟨![v 0, v 1], fun hz => hw ⟨congrFun hz 0, congrFun hz 1⟩, ?_⟩
      rw [singletBlock_mulVec]
      funext i
      fin_cases i
      exacts [h0, h1]
  · rintro (⟨w, hw, h⟩ | h | h)
    · rw [singletBlock_mulVec] at h
      refine ⟨![w 0, w 1, 0, 0], fun hz => hw ?_, ?_⟩
      · funext i
        fin_cases i
        exacts [congrFun hz 0, congrFun hz 1]
      · rw [kanamori_mulVec]
        funext i
        fin_cases i
        · exact congrFun h 0
        · exact congrFun h 1
        · show (U - 2 * J) * 0 - J * 0 = E * 0
          ring
        · show (U - 2 * J) * 0 - J * 0 = E * 0
          ring
    · rw [h]
      exact ⟨_, fun hz => one_ne_zero (congrFun hz 2), (open_shell_eigenvectors U J D).1⟩
    · rw [h]
      exact ⟨_, fun hz => one_ne_zero (congrFun hz 2), (open_shell_eigenvectors U J D).2⟩

/-- For `J > 0` the lowest closed-shell singlet level is `U - √(D² + J²)`, and it lies below the
triplet energy `U - 3J` exactly when `D² > 8J²`. -/
theorem singlet_below_triplet_iff (U D : ℝ) {J : ℝ} (hJ : 0 < J) :
    IsLeast {E | IsLevel (singletBlock U J D) E} (U - Real.sqrt (D ^ 2 + J ^ 2)) ∧
    (U - Real.sqrt (D ^ 2 + J ^ 2) < U - 3 * J ↔ 8 * J ^ 2 < D ^ 2) := by
  refine ⟨⟨(isLevel_singletBlock_iff U J D _).2 (Or.inl rfl), ?_⟩, ?_⟩
  · intro E hE
    have := Real.sqrt_nonneg (D ^ 2 + J ^ 2)
    rcases (isLevel_singletBlock_iff U J D E).1 hE with h | h <;> linarith
  · -- compare the squares of `3J` and `√(D² + J²)`
    have hlt : 3 * J < Real.sqrt (D ^ 2 + J ^ 2) ↔ (3 * J) ^ 2 < D ^ 2 + J ^ 2 :=
      Real.lt_sqrt (by positivity)
    constructor
    · intro h
      have := hlt.1 (by linarith)
      nlinarith
    · intro h
      have := hlt.2 (by nlinarith)
      linarith

/-- For `J > 0` the lowest level of the `S_z = 0` sector is the smaller of the triplet energy
`U - 3J` and the closed-shell singlet energy `U - √(D² + J²)`. -/
theorem ground_energy (U D : ℝ) {J : ℝ} (hJ : 0 < J) :
    IsLeast {E | IsLevel (kanamori U J D) E}
      (min (U - 3 * J) (U - Real.sqrt (D ^ 2 + J ^ 2))) := by
  constructor
  · show IsLevel (kanamori U J D) _
    rw [isLevel_kanamori_iff]
    rcases min_choice (U - 3 * J) (U - Real.sqrt (D ^ 2 + J ^ 2)) with h | h
    · exact Or.inr (Or.inl h)
    · exact Or.inl ((isLevel_singletBlock_iff U J D _).2 (Or.inl h))
  · intro E hE
    have hl := min_le_left (U - 3 * J) (U - Real.sqrt (D ^ 2 + J ^ 2))
    have hr := min_le_right (U - 3 * J) (U - Real.sqrt (D ^ 2 + J ^ 2))
    rcases (isLevel_kanamori_iff U J D E).1 hE with h | h | h
    · exact hr.trans ((singlet_below_triplet_iff U D hJ).1.2 h)
    · linarith
    · linarith

/-- For `J > 0` the closed-shell singlet energy `U - √(D² + J²)` is the lowest level of the
`S_z = 0` sector exactly when `D² ≥ 8J²`. -/
theorem singlet_ground_iff (U D : ℝ) {J : ℝ} (hJ : 0 < J) :
    IsLeast {E | IsLevel (kanamori U J D) E} (U - Real.sqrt (D ^ 2 + J ^ 2)) ↔
      8 * J ^ 2 ≤ D ^ 2 := by
  have hle : 3 * J ≤ Real.sqrt (D ^ 2 + J ^ 2) ↔ (3 * J) ^ 2 ≤ D ^ 2 + J ^ 2 :=
    Real.le_sqrt' (by positivity)
  have hg := ground_energy U D hJ
  constructor
  · intro h
    have heq := h.unique hg
    have hl := min_le_left (U - 3 * J) (U - Real.sqrt (D ^ 2 + J ^ 2))
    have := hle.1 (by linarith)
    nlinarith
  · intro h
    have h3 := hle.2 (by nlinarith)
    rwa [min_eq_right (by linarith)] at hg

end

end KanamoriSpinCrossover
```

```lean
#print axioms KanamoriSpinCrossover.singlet_below_triplet_iff
#print axioms KanamoriSpinCrossover.singlet_ground_iff
```

```
'KanamoriSpinCrossover.singlet_below_triplet_iff' depends on axioms: [propext, Classical.choice, Quot.sound]
'KanamoriSpinCrossover.singlet_ground_iff' depends on axioms: [propext, Classical.choice, Quot.sound]
```

## What the theorems say about the levels

`IsLevel H E` says that some nonzero real vector v satisfies H v = E v. It is the time-independent Schrödinger equation in a finite basis, with no normalisation demanded of v. For the real symmetric matrices used here, real vectors suffice to find every level. The predicate records which energies occur, but not how often, so degeneracies are not counted.

The matrix `singletBlock U J D` acts on the two closed-shell states. The theorem `isLevel_singletBlock_iff` gives its levels for all real U, J and D:

E = U − √(D² + J²) or E = U + √(D² + J²).

The main theorem, `singlet_below_triplet_iff`, assumes J > 0 and has two parts. The first uses `IsLeast`, which means that the value belongs to the set of levels and that no member of the set is smaller. It identifies U − √(D² + J²) as the lowest closed-shell level. The second part is the equivalence

U − √(D² + J²) < U − 3J  ⇔  8J² < D².

The number U − 3J is tied to the Hamiltonian by `open_shell_eigenvectors`, which exhibits its eigenvector in the full matrix `kanamori U J D`.

Two further theorems concern all four states together. According to `ground_energy`, the lowest level for J > 0 is the smaller of U − 3J and U − √(D² + J²). According to `singlet_ground_iff`, the closed-shell value is the lowest level exactly when D² ≥ 8J². The inequality is strict in the main theorem and non-strict here because at D² = 8J² the two energies coincide, and their common value is then the ground energy.

## The two-orbital atom behind the matrix

Orbital a has energy −D/2 and orbital b has energy D/2. The sign of D is free in the theorems; for D > 0, a is the lower orbital. The basis states, in the order of Lean's indices 0 to 3, are

a↑a↓, b↑b↓, a↑b↓, a↓b↑.

Each is obtained by applying creation operators to the vacuum in the order written. This ordering fixes the signs of the off-diagonal elements, and with them which open-shell combination is the triplet.

The two closed-shell states have orbital energies −D and D, and each pays the repulsion U. Pair hopping moves both electrons from one orbital to the other with amplitude J. This gives the upper left block

U − D, J
J, U + D.

In the open-shell states the orbital energies cancel. The electrons repel each other with U′ = U − 2J, and the spin-flip part of the exchange connects the two states with amplitude −J. The lower right block is therefore

U − 2J, −J
−J, U − 2J.

The relation U′ = U − 2J expresses the rotational invariance of the interaction in orbital space. At D = 0 it makes one closed-shell singlet degenerate with the open-shell singlet, both at U − J, as a rotation of the two orbitals into each other requires. The condition J > 0 stands for a positive exchange integral, as the Coulomb repulsion gives, which favours parallel spins as in Hund's first rule.

With the stated operator ordering, the total spin-lowering operator applied to a↑b↑ produces the sum of a↑b↓ and a↓b↑. The symmetric combination is thus the S_z = 0 member of the triplet, and the antisymmetric one is a singlet. The Lean code contains no spin operators, so this identification belongs to the physical reading of the eigenvectors. The matrix elements are likewise entered directly and not computed from a second-quantised Hamiltonian. The states a↑b↑ and a↓b↓, with S_z = ±1, lie outside the matrix; by spin symmetry they share the triplet energy.

The model describes a single atom with one value of U for both orbitals, and it has no hybridisation with neighbours, no spin–orbit coupling and no one-electron mixing of a and b. Within these limits it shows the competition between crystal-field splitting and Hund exchange that decides between low-spin and high-spin states, and it supplies exact levels against which a small diagonalisation code can be compared.

## From the secular equation to the crossing

For the closed-shell block, a nonzero solution of H v = E v exists exactly when the determinant of H − E vanishes:

(U − D − E)(U + D − E) − J² = 0.

Multiplying out gives

(E − U)² = D² + J²,

and hence E = U ± √(D² + J²). Since the square root is nonnegative, the minus sign gives the lower level.

For the open-shell block, let v₂ and v₃ be the amplitudes of a↑b↓ and a↓b↑. The eigenvalue equations are

(U − 2J)v₂ − Jv₃ = Ev₂
(U − 2J)v₃ − Jv₂ = Ev₃.

Their sum and difference are

(U − 3J)(v₂ + v₃) = E(v₂ + v₃)
(U − J)(v₂ − v₃) = E(v₂ − v₃).

The two energies are therefore U − 3J, with normalised eigenvector (0, 0, 1, 1)/√2, and U − J, with normalised eigenvector (0, 0, 1, −1)/√2. The Lean code uses the same vectors without the factor 1/√2.

The lower closed-shell singlet lies below the triplet when

U − √(D² + J²) < U − 3J,

which is the same as

3J < √(D² + J²).

For J > 0 both sides are nonnegative, so squaring preserves the inequality in both directions:

9J² < D² + J², that is, 8J² < D².

The repulsion U has dropped out, and the crossing lies at |D| = 2√2 J ≈ 2.83 J. For the ground state of all four states, the open-shell singlet plays no part when J > 0, because U − J is above U − 3J. The upper closed-shell level is never below the lower one. What remains is the minimum of the triplet and the lower closed-shell singlet.

## How the Lean proof follows the algebra

The lemmas `singletBlock_mulVec` and `kanamori_mulVec` write the matrix products out as the component equations used above.

In `isLevel_singletBlock_iff`, the step `hdet` turns the existence of a nonzero eigenvector into the vanishing of the determinant, using Mathlib's `Matrix.exists_mulVec_eq_zero_iff`. The step `key` evaluates the determinant as (E − U)² − (D² + J²). With `hs`, which says that the square root squares back to D² + J², `linear_combination` factorises this expression into two linear factors, one of which must be zero. The converse substitutes each root into the equation.

The theorem `open_shell_eigenvectors` checks the two open-shell vectors component by component.

The theorem `isLevel_kanamori_iff` shows that the four-state matrix has no levels beyond those of its two blocks. Given an eigenvector v, the proof distinguishes two cases:

- If `v 0` and `v 1` both vanish, the state is purely open-shell. The equations `ha` and `hb` are the sum and difference found above. If E were neither U − 3J nor U − J, both v₂ + v₃ and v₂ − v₃ would vanish, and v would be zero, contrary to assumption.
- If `v 0` and `v 1` are not both zero, they form an eigenvector of the closed-shell block with the same E.

In the other direction, an eigenvector of the closed-shell block is extended by two zeros, and the open-shell levels come from the explicit vectors.

The main theorem `singlet_below_triplet_iff` reads the lowest closed-shell level from the list of levels and the sign of the square root. The comparison of squares is `Real.lt_sqrt`, applied to the nonnegative number 3J; `linarith` and `nlinarith` do the remaining rearrangement.

In `ground_energy`, `min_choice` shows that the minimum is one of two known levels, and the list from `isLevel_kanamori_iff` shows that nothing lies lower. For `singlet_ground_iff`, the proof uses the fact that a set has at most one least element. If the closed-shell energy is least, it equals the minimum in `ground_energy` and so cannot exceed U − 3J. The non-strict comparison of squares, `Real.le_sqrt'`, then gives D² ≥ 8J². Conversely, under this inequality the closed-shell energy does not exceed U − 3J, so it equals the minimum.

## Both sides of the crossing in numbers

Take U = 5 eV and J = 0.7 eV. The triplet lies at 5 − 2.1 = 2.9 eV and the open-shell singlet at 4.3 eV. The crossing is at |D| ≈ 1.98 eV.

For D = 2.4 eV,

√(D² + J²) = √(5.76 + 0.49) = 2.5 eV,

so the closed-shell levels are 2.5 eV and 7.5 eV. The singlet is the ground state, 0.4 eV below the triplet. Its normalised amplitudes on a↑a↓ and b↑b↓ are 7/√50 and −1/√50, so the pair in the upper orbital has a weight of 2 per cent.

For D = 1.5 eV, the square root is √2.74 ≈ 1.66 eV. The lower closed-shell singlet is then at about 3.34 eV, and the triplet is the ground state.

## The same atom with density–density terms only

A simpler model keeps the repulsions U, U − 2J for opposite spins and U − 3J for parallel spins, but omits pair hopping and spin flips. The closed-shell energies become U − D and U + D, and both open-shell states with S_z = 0 lie at U − 2J. Among the open-shell states, the energy U − 3J then belongs only to a↑b↑ and a↓b↓, so the formal model would need to include these states, and the triplet would no longer be threefold degenerate.

Comparing the lower closed-shell energy with U − 3J now gives |D| > 3J in place of |D| > 2√2 J. Pair hopping lowers the closed-shell singlet by mixing its two configurations, and this accounts for the smaller splitting needed in the full Kanamori model.
